# The interlayer \(-C_6/r^6\) energy of an infinite stack of uniform layers is \(-\pi^5\sigma C_6/(180d^4)\) per atom

## An atom, a layer and a stack

An atom in a layered solid is attracted by the atoms of all the other layers. Take the energy of two atoms at distance \(r\) to be \(-C_6/r^6\), with \(C_6>0\) for attraction. The coefficient \(C_6\) stands for the strength of the correlated charge fluctuations of the two atoms, and it is the same for every pair here.

Each layer is an infinite plane with \(\sigma\) atoms per unit area, spread uniformly. The signed height of the atom relative to a layer is \(h\neq 0\), and \(s\) is the radius of a ring in the layer, centred on the foot of the perpendicular from the atom. Neighbouring layers are a distance \(d>0\) apart. With the atom in layer 0, the other layers are labelled by the nonzero integers \(n\), at separation \(nd\).

Two energies follow. The first belongs to an atom and one complete layer:

\[
E_{\text{layer}}(h)=-\int_0^\infty \frac{2\pi s\,\sigma C_6}{(s^2+h^2)^3}\,ds=-\frac{\pi\sigma C_6}{2h^4}.
\]

The second is the interlayer energy of the stack per atom:

\[
E_{\text{stack}}=\frac12\sum_{n\neq 0}E_{\text{layer}}(nd)=-\frac{\pi^5\sigma C_6}{180\,d^4}.
\]

The factor \(\tfrac12\) shares each pair energy between its two atoms. Without it, the sum is the interaction of one atom with all the other layers, which is twice as large. Interactions within layer 0 are left out of both quantities.

## Cutoffs and layer counts in a pairwise dispersion sum

Electronic-structure and force-field codes often add a pairwise dispersion energy, and in a layered crystal its interlayer part is a sum over all the other planes. The formulas give the converged value of that sum for undamped \(-C_6/r^6\) terms with a single coefficient and uniform layers. Where those assumptions are acceptable, the total can serve as a reference value for a summation routine, and the terms of the omitted layers as a long-range correction.

The two layers next to the atom supply the fraction \(90/\pi^4\approx 0.924\) of \(E_{\text{stack}}\). In this model, a calculation that keeps only adjacent layers therefore misses about 7.6% of the interlayer energy, even if it treats those two layers completely.

A spherical cutoff \(R\) also removes the outer part of each layer that it crosses. By the antiderivative used below, every layer with \(|h|<R\) loses the same contribution, \(-\pi\sigma C_6/(2R^4)\), whatever its height. Layers with \(|h|>R\) are lost entirely. A tail correction has to include both losses, and a per-atom energy takes half of each.

## Rings, one layer, then all layers

Place the atom at height \(h\) above the origin of the plane. An atom of the layer at \((x,y)\) is at distance \(\sqrt{x^2+y^2+h^2}\), so the energy with the layer is

\[
\int_{\mathbb R^2}\sigma\,\frac{-C_6}{(x^2+y^2+h^2)^3}\,dx\,dy .
\]

Set \(x=s\cos\theta\) and \(y=s\sin\theta\). Then \(x^2+y^2=s^2\) and the area element is \(s\,ds\,d\theta\). The integrand does not depend on \(\theta\), so the angular integral gives \(2\pi\) and leaves the integral over rings

\[
E_{\text{layer}}(h)=-2\pi\sigma C_6\int_0^\infty\frac{s}{(s^2+h^2)^3}\,ds .
\]

For the radial integral, differentiate

\[
\frac{d}{ds}\left[-\frac{1}{4(s^2+h^2)^2}\right]
=\frac{2\cdot 2s}{4(s^2+h^2)^3}
=\frac{s}{(s^2+h^2)^3}.
\]

The bracket tends to zero as \(s\to\infty\) and equals \(-1/(4h^4)\) at \(s=0\). The integral therefore converges, with value

\[
\int_0^\infty\frac{s}{(s^2+h^2)^3}\,ds
=0-\left(-\frac{1}{4h^4}\right)=\frac{1}{4h^4}.
\]

Multiplication by \(-2\pi\sigma C_6\) gives \(E_{\text{layer}}(h)=-\pi\sigma C_6/(2h^4)\).

In the stack, put \(h=nd\). The fourth power removes the sign of \(n\), so layers above and below contribute equally:

\[
\frac12E_{\text{layer}}(nd)=-\frac{\pi\sigma C_6}{4d^4}\,\frac{1}{n^4}.
\]

The remaining sum follows from the Fourier series of \(x^2\) on \([-\pi,\pi]\),

\[
x^2=\frac{\pi^2}{3}+4\sum_{n=1}^{\infty}\frac{(-1)^n}{n^2}\cos nx .
\]

Parseval's identity gives

\[
\frac1\pi\int_{-\pi}^{\pi}x^4\,dx=\frac{2\pi^4}{5}
=\frac{2\pi^4}{9}+16\sum_{n=1}^{\infty}\frac1{n^4},
\]

and hence \(\sum_{n\ge1}n^{-4}=\pi^4/90\). Positive and negative integers together give \(\pi^4/45\), so

\[
E_{\text{stack}}=-\frac{\pi\sigma C_6}{4d^4}\cdot\frac{\pi^4}{45}
=-\frac{\pi^5\sigma C_6}{180d^4}.
\]

The adjacent layers, \(n=\pm1\), contribute \(-\pi\sigma C_6/(2d^4)\) after the factor \(\tfrac12\). Dividing by \(E_{\text{stack}}\) gives \(180/(2\pi^4)=90/\pi^4\).

## Lean source for the layer and stack energies

```lean
import Mathlib

open MeasureTheory Set Filter Real

namespace LayeredDispersion

noncomputable section

/-- London dispersion energy `-C6 / r^6` of two atoms at distance `r ≠ 0`. -/
def pairEnergy (C6 r : ℝ) : ℝ := -C6 / r ^ 6

/-- Energy per unit radius between an atom at height `h` and the ring of radius `s` in a
continuum layer of areal density `σ`, for `s` and `h` not both zero. -/
def ringEnergy (σ C6 h s : ℝ) : ℝ :=
  2 * π * s * σ * pairEnergy C6 (√(s ^ 2 + h ^ 2))

/-- Energy of an atom at height `h ≠ 0` above or below a continuum layer, summed over rings. -/
def layerEnergy (σ C6 h : ℝ) : ℝ := ∫ s in Ioi (0 : ℝ), ringEnergy σ C6 h s

/-- The ring energy density written without the square root in the distance. -/
theorem ringEnergy_eq (σ C6 h s : ℝ) :
    ringEnergy σ C6 h s = -2 * π * s * σ * C6 / (s ^ 2 + h ^ 2) ^ 3 := by
  have h6 : √(s ^ 2 + h ^ 2) ^ 6 = (s ^ 2 + h ^ 2) ^ 3 := by
    rw [show (6 : ℕ) = 2 * 3 from rfl, pow_mul, Real.sq_sqrt (by positivity)]
  unfold ringEnergy pairEnergy
  rw [h6]
  ring

/-- For `h ≠ 0` the radial integral of `s / (s^2 + h^2)^3` over `s > 0` converges
and equals `1 / (4 h^4)`. -/
theorem radial_integral {h : ℝ} (hh : h ≠ 0) :
    IntegrableOn (fun s : ℝ => s / (s ^ 2 + h ^ 2) ^ 3) (Ioi 0) ∧
      ∫ s in Ioi (0 : ℝ), s / (s ^ 2 + h ^ 2) ^ 3 = 1 / (4 * h ^ 4) := by
  -- the antiderivative
  have hd : ∀ s ∈ Ici (0 : ℝ), HasDerivAt (fun s : ℝ => -1 / (4 * (s ^ 2 + h ^ 2) ^ 2))
      (s / (s ^ 2 + h ^ 2) ^ 3) s := by
    intro s _
    have hp : 0 < s ^ 2 + h ^ 2 := by positivity
    have h1 : HasDerivAt (fun s : ℝ => 4 * (s ^ 2 + h ^ 2) ^ 2)
        (4 * (2 * (s ^ 2 + h ^ 2) * (2 * s))) s :=
      ((((hasDerivAt_pow 2 s).add_const (h ^ 2)).fun_pow 2).const_mul (4 : ℝ)).congr_deriv
        (by norm_num)
    refine ((hasDerivAt_const s (-1 : ℝ)).fun_div h1 (by positivity)).congr_deriv ?_
    rw [div_eq_div_iff (by positivity) (by positivity)]
    ring
  have hpos : ∀ s ∈ Ioi (0 : ℝ), 0 ≤ s / (s ^ 2 + h ^ 2) ^ 3 := by
    intro s hs
    have hs' : 0 < s := hs
    positivity
  -- it vanishes at large radius
  have hlim : Tendsto (fun s : ℝ => -1 / (4 * (s ^ 2 + h ^ 2) ^ 2)) atTop (nhds 0) := by
    have h1 : Tendsto (fun s : ℝ => s ^ 2 + h ^ 2) atTop atTop :=
      tendsto_atTop_add_const_right _ _ (tendsto_pow_atTop two_ne_zero)
    have h2 : Tendsto (fun s : ℝ => (s ^ 2 + h ^ 2) ^ 2) atTop atTop :=
      (tendsto_pow_atTop two_ne_zero).comp h1
    exact (h2.const_mul_atTop (by norm_num : (0 : ℝ) < 4)).const_div_atTop (-1)
  refine ⟨integrableOn_Ioi_deriv_of_nonneg' hd hpos hlim, ?_⟩
  rw [integral_Ioi_of_hasDerivAt_of_nonneg' hd hpos hlim]
  ring

/-- For an atom at height `h ≠ 0` the sum over rings converges, and the energy with the
layer is `-π σ C6 / (2 h^4)`. -/
theorem layerEnergy_eq (σ C6 : ℝ) {h : ℝ} (hh : h ≠ 0) :
    IntegrableOn (ringEnergy σ C6 h) (Ioi 0) ∧
      layerEnergy σ C6 h = -(π * σ * C6) / (2 * h ^ 4) := by
  obtain ⟨hi, hv⟩ := radial_integral hh
  have hf : ringEnergy σ C6 h =
      fun s => (-2 * π * σ * C6) * (s / (s ^ 2 + h ^ 2) ^ 3) := by
    funext s
    rw [ringEnergy_eq]
    ring
  refine ⟨?_, ?_⟩
  · rw [hf]
    exact hi.const_mul _
  · rw [layerEnergy, hf, integral_const_mul, hv]
    ring

/-- For `σ, C6 > 0` and `h ≠ 0`, the pair energy is integrable over the whole plane of the
layer, and its integral with density `σ` is the sum over rings. -/
theorem plane_integral_eq_layerEnergy {σ C6 h : ℝ} (hσ : 0 < σ) (hC : 0 < C6) (hh : h ≠ 0) :
    Integrable (fun p : ℝ × ℝ => σ * pairEnergy C6 (√(p.1 ^ 2 + p.2 ^ 2 + h ^ 2))) ∧
      ∫ p : ℝ × ℝ, σ * pairEnergy C6 (√(p.1 ^ 2 + p.2 ^ 2 + h ^ 2)) = layerEnergy σ C6 h := by
  have key : ∫ p : ℝ × ℝ, σ * pairEnergy C6 (√(p.1 ^ 2 + p.2 ^ 2 + h ^ 2))
      = layerEnergy σ C6 h := by
    have hcs : ∀ p : ℝ × ℝ, (p.1 * cos p.2) ^ 2 + (p.1 * sin p.2) ^ 2 = p.1 ^ 2 := fun p => by
      linear_combination p.1 ^ 2 * sin_sq_add_cos_sq p.2
    have hang : ∫ _ in Ioo (-π) π, (1 : ℝ) = 2 * π := by
      rw [← integral_Ioc_eq_integral_Ioo,
        ← intervalIntegral.integral_of_le (by linarith [Real.pi_pos]),
        intervalIntegral.integral_const, smul_eq_mul]
      ring
    -- polar coordinates separate radius and angle
    have hprod := setIntegral_prod_mul (μ := (volume : Measure ℝ)) (ν := (volume : Measure ℝ))
      (fun s : ℝ => s * (σ * pairEnergy C6 (√(s ^ 2 + h ^ 2)))) (fun _ : ℝ => (1 : ℝ))
      (Ioi 0) (Ioo (-π) π)
    rw [← integral_comp_polarCoord_symm, polarCoord_target, Measure.volume_eq_prod]
    refine (integral_congr_ae (.of_forall fun p => ?_)).trans (hprod.trans ?_)
    · simp only [polarCoord_symm_apply, smul_eq_mul, mul_one, hcs]
    · rw [hang, layerEnergy, ← integral_mul_const]
      refine integral_congr_ae (.of_forall fun s => ?_)
      simp only [ringEnergy]
      ring
  refine ⟨?_, key⟩
  -- a divergent integral would have the value zero in Lean
  by_contra hn
  have h0 := integral_undef hn
  rw [key, (layerEnergy_eq σ C6 hh).2, neg_div] at h0
  have hpos : 0 < π * σ * C6 / (2 * h ^ 4) := by positivity
  linarith

/-- The inverse fourth powers of all nonzero integers sum to `π^4 / 45`. -/
theorem hasSum_inv_fourth :
    HasSum (fun n : {n : ℤ // n ≠ 0} => 1 / ((n : ℤ) : ℝ) ^ 4) (π ^ 4 / 45) := by
  have h0 := hasSum_zeta_four
  have h1 : HasSum (fun n : ℕ => 1 / ((n : ℝ) + 1) ^ 4) (π ^ 4 / 90) := by
    have h2 := (hasSum_nat_add_iff' 1).mpr h0
    simpa using h2
  -- join the two half-lines of integers
  have hz : HasSum (fun n : ℤ => 1 / (n : ℝ) ^ 4) (π ^ 4 / 90 + π ^ 4 / 90) := by
    refine HasSum.of_nat_of_neg_add_one ?_ ?_
    · simpa using h0
    · convert h1 using 1
      funext n
      have e : ((-((n : ℤ) + 1) : ℤ) : ℝ) ^ 4 = ((n : ℝ) + 1) ^ 4 := by
        push_cast
        ring
      simp only [e]
  rw [show π ^ 4 / 90 + π ^ 4 / 90 = π ^ 4 / 45 by ring] at hz
  refine (hasSum_subtype_iff_of_support_subset (s := {n : ℤ | n ≠ 0}) ?_).mpr hz
  intro n hn h
  exact hn (by simp [h])

/-- In a stack of continuum layers of spacing `d > 0`, the energy of an atom with each other
layer converges, and half the sum over these layers is `-π^5 σ C6 / (180 d^4)`. -/
theorem stack_energy (σ C6 : ℝ) {d : ℝ} (hd : 0 < d) :
    (∀ n : ℤ, n ≠ 0 → IntegrableOn (ringEnergy σ C6 (n * d)) (Ioi 0)) ∧
      HasSum (fun n : {n : ℤ // n ≠ 0} => layerEnergy σ C6 (((n : ℤ) : ℝ) * d) / 2)
        (-(π ^ 5 * σ * C6) / (180 * d ^ 4)) := by
  have hne : ∀ n : ℤ, n ≠ 0 → (n : ℝ) * d ≠ 0 := fun n hn =>
    mul_ne_zero (Int.cast_ne_zero.mpr hn) hd.ne'
  refine ⟨fun n hn => (layerEnergy_eq σ C6 (hne n hn)).1, ?_⟩
  -- each layer contributes a multiple of the inverse fourth power of its index
  have hf : (fun n : {n : ℤ // n ≠ 0} => layerEnergy σ C6 (((n : ℤ) : ℝ) * d) / 2) =
      fun n : {n : ℤ // n ≠ 0} =>
        -(π * σ * C6) / (4 * d ^ 4) * (1 / ((n : ℤ) : ℝ) ^ 4) := by
    funext n
    rw [(layerEnergy_eq σ C6 (hne n n.2)).2]
    ring
  have hv : -(π ^ 5 * σ * C6) / (180 * d ^ 4) =
      -(π * σ * C6) / (4 * d ^ 4) * (π ^ 4 / 45) := by
    ring
  rw [hf, hv]
  exact hasSum_inv_fourth.mul_left _

/-- For `σ, C6, d > 0` the two layers adjacent to an atom supply the fraction `90 / π^4` of its
interlayer energy in an infinite stack of continuum layers of spacing `d`. -/
theorem adjacent_layers_fraction {σ C6 d : ℝ} (hσ : 0 < σ) (hC : 0 < C6) (hd : 0 < d) :
    ((layerEnergy σ C6 d + layerEnergy σ C6 (-d)) / 2) /
      (∑' n : {n : ℤ // n ≠ 0}, layerEnergy σ C6 (((n : ℤ) : ℝ) * d) / 2) = 90 / π ^ 4 := by
  have hpi := Real.pi_pos
  have hE : -(π ^ 5 * σ * C6) / (180 * d ^ 4) ≠ 0 :=
    div_ne_zero (neg_ne_zero.mpr (by positivity)) (by positivity)
  rw [(stack_energy σ C6 hd).2.tsum_eq, (layerEnergy_eq σ C6 hd.ne').2,
    (layerEnergy_eq σ C6 (neg_ne_zero.mpr hd.ne')).2, show (-d) ^ 4 = d ^ 4 by ring,
    div_eq_iff hE]
  field_simp
  ring

end

end LayeredDispersion
```

```lean
#print axioms LayeredDispersion.plane_integral_eq_layerEnergy
#print axioms LayeredDispersion.adjacent_layers_fraction
```

```
'LayeredDispersion.plane_integral_eq_layerEnergy' depends on axioms: [propext, Classical.choice, Quot.sound]
'LayeredDispersion.adjacent_layers_fraction' depends on axioms: [propext, Classical.choice, Quot.sound]
```

## Energies and convergence as Lean propositions

All quantities are real numbers, and units are left to the user. The definition `pairEnergy` is \(-C_6/r^6\). Despite its name, `ringEnergy` is an energy per unit radius: the ring's circumference times \(\sigma\) times the pair energy. Its integral over `Ioi 0`, the radii \(s>0\), is `layerEnergy`, the full atom–layer energy without the factor \(\tfrac12\).

For every \(h\neq0\), `layerEnergy_eq` says that the ring density is integrable and that the layer energy has the value derived above. It holds for all real \(\sigma\) and \(C_6\); positive values are the physical case.

The theorem `plane_integral_eq_layerEnergy` connects the rings to the plane itself. For positive \(\sigma\) and \(C_6\) and nonzero \(h\), the pair energy weighted by \(\sigma\) is integrable over all points of `ℝ × ℝ`, and its integral equals `layerEnergy`. The factor \(2\pi s\) in the ring density is thus derived from the planar integral.

In `stack_energy`, the index type `{n : ℤ // n ≠ 0}` is the set of nonzero integers, so the atom's own layer is absent. The first part of the conclusion says that each ring integral converges. The second is a `HasSum` statement: the halved layer energies converge to \(-\pi^5\sigma C_6/(180d^4)\), and the result does not depend on the order in which layers are added.

Finally, `adjacent_layers_fraction` states the ratio \(90/\pi^4\) for positive \(\sigma\), \(C_6\) and \(d\). Its numerator contains the layers at \(d\) and \(-d\), and both numerator and denominator carry the factor \(\tfrac12\).

## The calculus and the lattice sum in the proof

The lemma `ringEnergy_eq` replaces the sixth power of the square root by \((s^2+h^2)^3\). In `radial_integral`, the step `hd` verifies the antiderivative and `hlim` shows that it vanishes at large radius. Together with the nonnegativity of the integrand, `hpos`, these give convergence and then the value as the limit at infinity minus the value at zero. The theorem `layerEnergy_eq` takes the constant \(-2\pi\sigma C_6\) out of the integral and inserts this result.

For the plane, `integral_comp_polarCoord_symm` changes to polar coordinates. The identity `hcs` is \(\cos^2\theta+\sin^2\theta=1\) multiplied by the squared radius, `hprod` separates radius and angle, and `hang` evaluates the angular integral as \(2\pi\). This establishes the equality of the two integrals first. Integrability over the plane then follows by contradiction: Lean assigns the value zero to a non-integrable function's integral, whereas the value found here is strictly negative. Positivity of \(\sigma\) and \(C_6\) enters at that point.

The lemma `hasSum_inv_fourth` starts from Mathlib's `hasSum_zeta_four`, which replaces the Fourier calculation above. It joins the nonnegative and negative integers and then restricts the sum to nonzero indices. In `stack_energy`, `hf` writes each halved layer energy as \(-\pi\sigma C_6/(4d^4)\) times \(1/n^4\), and `mul_left` carries that constant through the sum. The fraction follows by inserting the layer and stack values, checking that the total is nonzero and cancelling common factors.

## Uniform layers and atomic crystals

The proof guarantees the constants, the powers of \(h\) and \(d\), and the convergence of both the ring integrals and the sum over layers. It concerns real numbers, so it says nothing about rounding or about how a particular program implements the sum.

The step from this model to a crystal is the replacement of discrete atoms by a uniform areal density. For an atom above a flat periodic layer of identical atoms, all at the same height, the sum of \(-C_6/r^6\) depends on the atom's lateral position. Its average over one surface unit cell equals the uniform-layer energy, because the shifted cells together tile the plane. A program that sums over atoms should therefore be compared with \(E_{\text{layer}}\) after such an average, with the cutoff converged or corrected. This averaging argument and the earlier cutoff estimate are informal additions to the Lean results.

The energy law is itself an idealisation. It has no short-range damping, no higher multipole terms, no many-body screening and no retardation, and it assigns one \(C_6\) to all pairs. The stack is infinite in both directions, so an atom near a surface has a different sum. To find an equilibrium spacing, a repulsion between the layers must be added; a total cohesive energy also includes the energy within each layer.
